# The diagonal Born–Oppenheimer correction of a nondegenerate real state as a sum over states in finite dimension

## A moving nucleus and an electronic state that follows

When a nucleus moves along a coordinate \(x\), the electronic state \(\varphi(x)\) changes with it. In the Born–Oppenheimer picture the total wavefunction is a product \(\chi(x)\varphi(x)\), where \(\chi\) is the nuclear factor, and the energy \(E(x)\) of the electronic state, with the repulsion between the nuclei included, serves as the nuclear potential. The nuclear kinetic energy also differentiates \(\varphi\), however. For a nucleus of mass \(M\),

\[
-\frac{\hbar^2}{2M}(\chi\varphi)'' = -\frac{\hbar^2}{2M}\left(\chi''\varphi + 2\chi'\varphi' + \chi\varphi''\right).
\]

Projecting on a real normalised \(\varphi\) removes the middle term, because \(\langle\varphi,\varphi'\rangle=0\), as shown below. The last term adds to the potential

\[
\frac{\hbar^2}{2M}\left(-\langle\varphi,\varphi''\rangle\right),
\]

the diagonal correction. What sign does it have, which electronic states contribute to it, and when does it vanish?

## The formula at one geometry

Let \(H(x)\) be the electronic Hamiltonian, a real matrix differentiable at the geometry \(x_0\). Let \(\varphi\) be normalised with \(H\varphi=E\varphi\) near \(x_0\), and differentiable at \(x_0\). At \(x_0\) let \(b_k\) be an orthonormal basis of eigenvectors with energies \(\varepsilon_k\). One member, \(b_{i_0}\), is \(\varphi(x_0)\), and no other \(\varepsilon_k\) equals \(E(x_0)\). Then, with everything evaluated at \(x_0\),

\[
\|\varphi'\|^2=\sum_{k\neq i_0}\frac{\langle b_k,H'\varphi\rangle^2}{(\varepsilon_k-E)^2}.
\]

If \(\varphi\) is twice differentiable, this number equals \(-\langle\varphi,\varphi''\rangle\). The correction is therefore nonnegative, and it vanishes at \(x_0\) exactly when \(H'\varphi\) is a multiple of \(\varphi\), zero included.

## Derivation

**Normalisation.** Differentiating \(\langle\varphi,\varphi\rangle=1\) gives \(2\langle\varphi,\varphi'\rangle=0\). This holds throughout a neighbourhood of \(x_0\), so it can be differentiated again:

\[
\langle\varphi',\varphi'\rangle+\langle\varphi,\varphi''\rangle=0,
\qquad\text{hence}\qquad
-\langle\varphi,\varphi''\rangle=\|\varphi'\|^2 .
\]

**Coupling to the other states.** Near \(x_0\) the energy is the expectation value \(E=\langle\varphi,H\varphi\rangle\), so it is differentiable at \(x_0\). The eigenvalue equation then gives

\[
H'\varphi+H\varphi'=E\varphi'+E'\varphi .
\]

Take the inner product with \(b_k\) for \(k\neq i_0\). The term in \(E'\) vanishes by orthogonality. Expanding \(\varphi'\) in the eigenbasis shows that \(\langle b_k,H\varphi'\rangle=\varepsilon_k\langle b_k,\varphi'\rangle\). What remains is

\[
(E-\varepsilon_k)\langle b_k,\varphi'\rangle=\langle b_k,H'\varphi\rangle .
\]

**Summation.** The squared components of \(\varphi'\) add up to \(\|\varphi'\|^2\), and the component along \(b_{i_0}=\varphi\) is zero. Dividing the coupling equation by the nonzero energy difference and squaring gives the sum over states.

**Vanishing.** A sum of nonnegative terms is zero exactly when each term is zero. Here that means \(\langle b_k,H'\varphi\rangle=0\) for every \(k\neq i_0\), which says that \(H'\varphi\) has no component except along \(\varphi\).

**A bound from the gap.** If \(|\varepsilon_k-E|\geq g>0\) for all \(k\neq i_0\), replacing each denominator by \(g^2\) gives

\[
\|\varphi'\|^2\leq\frac{\|H'\varphi\|^2-\langle\varphi,H'\varphi\rangle^2}{g^2}.
\]

For symmetric \(H'\) the numerator is the variance of \(H'\) in the state \(\varphi\). In a finite electronic model with one nuclear coordinate, this limits how large the correction can be near an avoided crossing with a known gap.

**The slope of the energy.** Projecting the differentiated eigenvalue equation on \(\varphi\) instead of \(b_k\) gives the Hellmann–Feynman relation \(E'=\langle\varphi,H'\varphi\rangle\) at \(x_0\). It is a companion remark, with no theorem of its own in the code below.

## Reading the Lean statement

The space `V` is a real inner product space, and the orthonormal basis `b`, indexed by the finite type `ι`, makes it finite-dimensional. `H x` is a continuous linear map on `V`, which here amounts to a real matrix. The structure `AdiabaticState` collects the hypotheses:

- `H_deriv` and `φ_deriv` say that \(H\) and \(\varphi\) are differentiable at \(x_0\). In this structure `H'` and `φ'` are the derivatives at that one point, not functions of \(x\).
- `unit` and `eigen` give the normalisation and the eigenvalue equation in a neighbourhood of \(x_0\), which is the meaning of `∀ᶠ x in 𝓝 x₀`.
- `basis_eigen` and `basis_state` describe the eigenbasis at \(x_0\). An orthonormal eigenbasis with real energies makes \(H(x_0)\) symmetric; symmetry elsewhere is not required.
- `nondegenerate` keeps all other levels away from \(E(x_0)\), which physically excludes a crossing of this state with another at this geometry.

Differentiability of \(\varphi\) is assumed, while that of \(E\) is derived. The index set `Finset.univ.erase i₀` means all \(k\neq i_0\). For a one-dimensional space it is empty, and the formula correctly gives \(\varphi'=0\).

In `diagonal_correction_eq_sum` the derivative must be a function, called `dφ`, because it is differentiated once more. The correction is stated in units of \(\hbar^2/2M\). The vanishing criterion `norm_sq_deriv_eq_zero_iff` concerns \(\|\varphi'\|^2\) and carries over to the correction through `kinetic_expectation`.

Two steps stay outside the code. One is the projection of the nuclear kinetic energy in the first section, which identifies the correction with \(-\langle\varphi,\varphi''\rangle\). The other is the replacement of the full electronic Hamiltonian, an unbounded operator on an infinite-dimensional space, by a finite matrix in an orthonormal basis that does not move with the nuclei.

## The complete Lean file

```lean
import Mathlib

open Filter Topology
open scoped InnerProductSpace

namespace DiagonalBornOppenheimer

noncomputable section

variable {V ι : Type*} [NormedAddCommGroup V] [InnerProductSpace ℝ V] [Fintype ι]

/-- An electronic state `φ` with energy `E` near the geometry `x₀`: a normalised eigenvector of `H`,
differentiable at `x₀`, which is the member `i₀` of an orthonormal eigenbasis `b` of `H x₀` with
energies `ε`, and whose energy differs there from that of every other member. `H` is also
differentiable at `x₀`; the derivatives of `H` and `φ` there are `H'` and `φ'`. -/
structure AdiabaticState (H : ℝ → V →L[ℝ] V) (H' : V →L[ℝ] V) (φ : ℝ → V) (φ' : V)
    (E : ℝ → ℝ) (x₀ : ℝ) (b : OrthonormalBasis ι ℝ V) (ε : ι → ℝ) (i₀ : ι) : Prop where
  H_deriv : HasDerivAt H H' x₀
  φ_deriv : HasDerivAt φ φ' x₀
  unit : ∀ᶠ x in 𝓝 x₀, ‖φ x‖ = 1
  eigen : ∀ᶠ x in 𝓝 x₀, H x (φ x) = E x • φ x
  basis_eigen : ∀ k, H x₀ (b k) = ε k • b k
  basis_state : b i₀ = φ x₀
  nondegenerate : ∀ k, k ≠ i₀ → ε k ≠ E x₀

/-- The squared components of a vector in an orthonormal basis add up to its squared norm. -/
theorem sum_sq_components (b : OrthonormalBasis ι ℝ V) (v : V) :
    ∑ k, ⟪b k, v⟫_ℝ ^ 2 = ‖v‖ ^ 2 := by
  rw [← real_inner_self_eq_norm_sq, ← b.sum_inner_mul_inner v v]
  refine Finset.sum_congr rfl fun k _ => ?_
  rw [real_inner_comm (b k) v, sq]

/-- An operator with an orthonormal eigenbasis acts to the left on a basis vector by
multiplication with its eigenvalue. -/
theorem inner_eigenbasis (A : V →L[ℝ] V) (b : OrthonormalBasis ι ℝ V) (ε : ι → ℝ)
    (hA : ∀ k, A (b k) = ε k • b k) (k : ι) (v : V) :
    ⟪b k, A v⟫_ℝ = ε k * ⟪b k, v⟫_ℝ := by
  calc ⟪b k, A v⟫_ℝ = ⟪b k, A (∑ j, ⟪b j, v⟫_ℝ • b j)⟫_ℝ := by rw [b.sum_repr' v]
    _ = ∑ j, ⟪b j, v⟫_ℝ * (ε j * ⟪b k, b j⟫_ℝ) := by
        simp only [map_sum, map_smul, hA, inner_sum, real_inner_smul_right]
    _ = ε k * ⟪b k, v⟫_ℝ := by
        rw [Finset.sum_eq_single k]
        · rw [real_inner_self_eq_norm_sq, b.orthonormal.1 k]
          ring
        · intro j _ hj
          have h : ⟪b k, b j⟫_ℝ = 0 := b.orthonormal.2 (Ne.symm hj)
          rw [h]
          ring
        · intro h
          exact absurd (Finset.mem_univ k) h

/-- A real state that stays normalised is orthogonal to its own derivative. -/
theorem inner_deriv_eq_zero {φ : ℝ → V} {φ' : V} {x₀ : ℝ}
    (hunit : ∀ᶠ x in 𝓝 x₀, ‖φ x‖ = 1) (hφ : HasDerivAt φ φ' x₀) : ⟪φ x₀, φ'⟫_ℝ = 0 := by
  have h1 := hφ.inner ℝ hφ
  have h2 : HasDerivAt (fun x => ⟪φ x, φ x⟫_ℝ) 0 x₀ := by
    refine (hasDerivAt_const x₀ (1 : ℝ)).congr_of_eventuallyEq ?_
    filter_upwards [hunit] with x hx
    rw [real_inner_self_eq_norm_sq, hx]
    norm_num
  have h3 := h1.unique h2
  rw [real_inner_comm (φ x₀) φ'] at h3
  linarith

/-- For a normalised, twice differentiable real state, the expectation value of minus the second
derivative is the squared norm of the first derivative. -/
theorem kinetic_expectation {φ φ' : ℝ → V} {φ'' : V} {x₀ : ℝ}
    (hunit : ∀ᶠ x in 𝓝 x₀, ‖φ x‖ = 1) (hφ : ∀ᶠ x in 𝓝 x₀, HasDerivAt φ (φ' x) x)
    (hφ' : HasDerivAt φ' φ'' x₀) : -⟪φ x₀, φ''⟫_ℝ = ‖φ' x₀‖ ^ 2 := by
  have h1 := hφ.self_of_nhds.inner ℝ hφ'
  -- the overlap of the state with its derivative vanishes in a whole neighbourhood
  have h2 : HasDerivAt (fun x => ⟪φ x, φ' x⟫_ℝ) 0 x₀ := by
    refine (hasDerivAt_const x₀ (0 : ℝ)).congr_of_eventuallyEq ?_
    filter_upwards [eventually_eventually_nhds.mpr hunit, hφ] with x hu hd
    exact inner_deriv_eq_zero hu hd
  have h3 := h1.unique h2
  rw [real_inner_self_eq_norm_sq] at h3
  linarith

variable {H : ℝ → V →L[ℝ] V} {H' : V →L[ℝ] V} {φ : ℝ → V} {φ' : V} {E : ℝ → ℝ} {x₀ : ℝ}
  {b : OrthonormalBasis ι ℝ V} {ε : ι → ℝ} {i₀ : ι}

/-- The derivative coupling to another state, times the energy difference, is the matrix element
of the derivative of the Hamiltonian. -/
theorem derivative_coupling (S : AdiabaticState H H' φ φ' E x₀ b ε i₀) {k : ι} (hk : k ≠ i₀) :
    (E x₀ - ε k) * ⟪b k, φ'⟫_ℝ = ⟪b k, H' (φ x₀)⟫_ℝ := by
  have hHφ : HasDerivAt (fun x => H x (φ x)) (H' (φ x₀) + H x₀ φ') x₀ :=
    S.H_deriv.clm_apply S.φ_deriv
  -- the energy is an expectation value, hence differentiable
  have hE : HasDerivAt E _ x₀ := (S.φ_deriv.inner ℝ hHφ).congr_of_eventuallyEq (by
    filter_upwards [S.unit, S.eigen] with x hu he
    rw [he, real_inner_smul_right, real_inner_self_eq_norm_sq, hu]
    ring)
  -- differentiate the eigenvalue equation and project on the other state
  obtain ⟨e, key⟩ : ∃ e : ℝ, H' (φ x₀) + H x₀ φ' = E x₀ • φ' + e • φ x₀ :=
    ⟨_, hHφ.unique ((hE.smul S.φ_deriv).congr_of_eventuallyEq (S.eigen.mono fun _ hx => hx))⟩
  have horth : ⟪b k, φ x₀⟫_ℝ = 0 := by
    rw [← S.basis_state]
    exact b.orthonormal.2 hk
  have h := congrArg (fun v => ⟪b k, v⟫_ℝ) key
  simp only [inner_add_right, real_inner_smul_right, horth,
    inner_eigenbasis (H x₀) b ε S.basis_eigen] at h
  linear_combination -h

/-- The squared norm of the derivative of a nondegenerate electronic state is the sum over all
other states of squared matrix elements of `H'` over squared energy differences. -/
theorem norm_sq_deriv_eq_sum [DecidableEq ι] (S : AdiabaticState H H' φ φ' E x₀ b ε i₀) :
    ‖φ'‖ ^ 2 = ∑ k ∈ Finset.univ.erase i₀, ⟪b k, H' (φ x₀)⟫_ℝ ^ 2 / (ε k - E x₀) ^ 2 := by
  have h0 : ⟪b i₀, φ'⟫_ℝ = 0 := by
    rw [S.basis_state]
    exact inner_deriv_eq_zero S.unit S.φ_deriv
  rw [← sum_sq_components b φ', ← Finset.add_sum_erase _ _ (Finset.mem_univ i₀), h0,
    zero_pow two_ne_zero, zero_add]
  refine Finset.sum_congr rfl fun k hk => ?_
  have hk' := Finset.ne_of_mem_erase hk
  have hne : (ε k - E x₀) ^ 2 ≠ 0 := pow_ne_zero 2 (sub_ne_zero.mpr (S.nondegenerate k hk'))
  rw [← derivative_coupling S hk', eq_div_iff hne]
  ring

/-- The diagonal correction of a nondegenerate, twice differentiable state, in units of `ħ²/2M`,
equals the sum over the other states and is nonnegative. -/
theorem diagonal_correction_eq_sum [DecidableEq ι] {dφ : ℝ → V} {φ'' : V}
    (S : AdiabaticState H H' φ (dφ x₀) E x₀ b ε i₀)
    (hφ : ∀ᶠ x in 𝓝 x₀, HasDerivAt φ (dφ x) x) (hφ' : HasDerivAt dφ φ'' x₀) :
    -⟪φ x₀, φ''⟫_ℝ =
        ∑ k ∈ Finset.univ.erase i₀, ⟪b k, H' (φ x₀)⟫_ℝ ^ 2 / (ε k - E x₀) ^ 2 ∧
      0 ≤ -⟪φ x₀, φ''⟫_ℝ := by
  rw [kinetic_expectation S.unit hφ hφ']
  exact ⟨norm_sq_deriv_eq_sum S, sq_nonneg _⟩

/-- For a nondegenerate state the squared norm of the derivative vanishes exactly when `H'`
maps the state to a multiple of itself. -/
theorem norm_sq_deriv_eq_zero_iff (S : AdiabaticState H H' φ φ' E x₀ b ε i₀) :
    ‖φ'‖ ^ 2 = 0 ↔ ∃ c : ℝ, H' (φ x₀) = c • φ x₀ := by
  classical
  constructor
  · intro h
    have hφ' : φ' = 0 := norm_eq_zero.mp (pow_eq_zero_iff two_ne_zero |>.mp h)
    refine ⟨⟪b i₀, H' (φ x₀)⟫_ℝ, ?_⟩
    -- only the component along the state itself survives
    have hsum : ∑ k, ⟪b k, H' (φ x₀)⟫_ℝ • b k = ⟪b i₀, H' (φ x₀)⟫_ℝ • b i₀ := by
      refine Finset.sum_eq_single i₀ (fun k _ hk => ?_)
        (fun h => absurd (Finset.mem_univ i₀) h)
      rw [← derivative_coupling S hk, hφ', inner_zero_right, mul_zero, zero_smul]
    rw [b.sum_repr' (H' (φ x₀)), S.basis_state] at hsum
    rw [S.basis_state]
    exact hsum
  · rintro ⟨c, hc⟩
    rw [norm_sq_deriv_eq_sum S]
    refine Finset.sum_eq_zero fun k hk => ?_
    have horth : ⟪b k, b i₀⟫_ℝ = 0 := b.orthonormal.2 (Finset.ne_of_mem_erase hk)
    rw [hc, ← S.basis_state, real_inner_smul_right, horth]
    simp

/-- If all other levels are at least `g > 0` away, the squared norm of the derivative is at most
`‖H'φ‖² - ⟨φ, H'φ⟩²`, divided by `g²`. For symmetric `H'` this difference is the variance of `H'` in
the state. -/
theorem norm_sq_deriv_le_of_gap (S : AdiabaticState H H' φ φ' E x₀ b ε i₀) {g : ℝ}
    (hg : 0 < g) (hgap : ∀ k, k ≠ i₀ → g ≤ |ε k - E x₀|) :
    ‖φ'‖ ^ 2 ≤ (‖H' (φ x₀)‖ ^ 2 - ⟪φ x₀, H' (φ x₀)⟫_ℝ ^ 2) / g ^ 2 := by
  classical
  have hvar : ‖H' (φ x₀)‖ ^ 2 - ⟪φ x₀, H' (φ x₀)⟫_ℝ ^ 2 =
      ∑ k ∈ Finset.univ.erase i₀, ⟪b k, H' (φ x₀)⟫_ℝ ^ 2 := by
    rw [← sum_sq_components b (H' (φ x₀)), ← Finset.add_sum_erase _ _ (Finset.mem_univ i₀),
      S.basis_state]
    ring
  rw [hvar, norm_sq_deriv_eq_sum S, Finset.sum_div]
  refine Finset.sum_le_sum fun k hk => ?_
  have hsq : g ^ 2 ≤ (ε k - E x₀) ^ 2 := by
    rw [← sq_abs (ε k - E x₀)]
    exact pow_le_pow_left₀ hg.le (hgap k (Finset.ne_of_mem_erase hk)) 2
  exact div_le_div_of_nonneg_left (sq_nonneg _) (by positivity) hsq

/-- The operator on the two-level space given by a real 2 × 2 matrix. -/
def twoLevel (A : Matrix (Fin 2) (Fin 2) ℝ) :
    EuclideanSpace ℝ (Fin 2) →L[ℝ] EuclideanSpace ℝ (Fin 2) :=
  Matrix.toEuclideanCLM (n := Fin 2) (𝕜 := ℝ) A

/-- The two-level Hamiltonian `cos 2x σz + sin 2x σx` with the state `(cos x, sin x)` of energy 1
is an adiabatic state at `x = 0`, with derivative `(0, 1)`. -/
theorem adiabaticState_witness :
    AdiabaticState
      (fun x => Real.cos (2 * x) • twoLevel !![1, 0; 0, -1] +
        Real.sin (2 * x) • twoLevel !![0, 1; 1, 0])
      ((2 : ℝ) • twoLevel !![0, 1; 1, 0])
      (fun x => Real.cos x • !₂[(1 : ℝ), 0] + Real.sin x • !₂[(0 : ℝ), 1])
      !₂[(0 : ℝ), 1] (fun _ => 1) 0 (EuclideanSpace.basisFun (Fin 2) ℝ) ![1, -1] 0 := by
  have ext2 : ∀ v w : EuclideanSpace ℝ (Fin 2), v 0 = w 0 → v 1 = w 1 → v = w := by
    intro v w h0 h1
    ext i
    fin_cases i
    · exact h0
    · exact h1
  have happ : ∀ (A : Matrix (Fin 2) (Fin 2) ℝ) (v : EuclideanSpace ℝ (Fin 2)) (i : Fin 2),
      (twoLevel A v) i = A i 0 * v 0 + A i 1 * v 1 := by
    intro A v i
    change (A.mulVec v.ofLp) i = _
    simp [Matrix.mulVec, dotProduct, Fin.sum_univ_two]
  have hlin : HasDerivAt (fun x : ℝ => 2 * x) 2 0 := by
    simpa using (hasDerivAt_id' (0 : ℝ)).const_mul 2
  refine ⟨?_, ?_, ?_, ?_, ?_, ?_, ?_⟩
  · exact ((hlin.cos.smul_const _).fun_add (hlin.sin.smul_const _)).congr_deriv (by simp)
  · exact (((Real.hasDerivAt_cos 0).smul_const _).fun_add
      ((Real.hasDerivAt_sin 0).smul_const _)).congr_deriv (by simp)
  · refine Eventually.of_forall fun x => ?_
    simp [EuclideanSpace.norm_eq, Fin.sum_univ_two]
  · refine Eventually.of_forall fun x => ext2 _ _ ?_ ?_
    · simp [happ, Real.cos_two_mul, Real.sin_two_mul]
      linear_combination 2 * Real.cos x * Real.sin_sq_add_cos_sq x
    · simp [happ, Real.cos_two_mul, Real.sin_two_mul]
      ring
  · intro k
    fin_cases k <;> apply ext2 <;> simp [happ]
  · apply ext2 <;> simp
  · intro k hk
    fin_cases k
    · exact absurd rfl hk
    · norm_num

end

end DiagonalBornOppenheimer
```

```lean
#print axioms DiagonalBornOppenheimer.diagonal_correction_eq_sum
#print axioms DiagonalBornOppenheimer.norm_sq_deriv_eq_zero_iff
#print axioms DiagonalBornOppenheimer.norm_sq_deriv_le_of_gap
```

```
'DiagonalBornOppenheimer.diagonal_correction_eq_sum' depends on axioms: [propext, Classical.choice, Quot.sound]
'DiagonalBornOppenheimer.norm_sq_deriv_eq_zero_iff' depends on axioms: [propext, Classical.choice, Quot.sound]
'DiagonalBornOppenheimer.norm_sq_deriv_le_of_gap' depends on axioms: [propext, Classical.choice, Quot.sound]
```

## From the product rule to the sum over states

`sum_sq_components` is Parseval's identity. `inner_eigenbasis` lets \(H(x_0)\) act to the left on \(b_k\): it expands the vector in the basis, and orthonormality leaves one term.

`inner_deriv_eq_zero` computes the derivative of \(\langle\varphi,\varphi\rangle\) twice, once by the product rule and once from the fact that the function is constant near \(x_0\). Uniqueness of the derivative, `h1.unique h2`, equates the results. `kinetic_expectation` treats \(\langle\varphi,\varphi'\rangle\) in the same way. For this it needs the orthogonality at all nearby points, which `eventually_eventually_nhds` makes available.

`derivative_coupling` contains the perturbative step. `hHφ` is the product rule for \(H\varphi\), and `hE` obtains the derivative of \(E\) from the expectation value. The equation `key` is the differentiated eigenvalue equation, with a number `e` in the place of \(E'\). Its value is irrelevant, since the projection on \(b_k\) removes that term. The final `linear_combination` rearranges the projected equation.

`norm_sq_deriv_eq_sum` starts from Parseval, separates the \(i_0\) term and sets it to zero by `h0`. In each remaining term it inserts the coupling equation, using `nondegenerate` to show that the denominator is nonzero. `diagonal_correction_eq_sum` then combines this sum with `kinetic_expectation`.

For the vanishing criterion, the forward direction sets \(\varphi'=0\) in the coupling equation, so that only the \(i_0\) component of \(H'\varphi\) survives in its basis expansion. The reverse direction inserts \(H'\varphi=c\varphi\), with \(c\) a real number, into the sum, where orthogonality makes every term zero. `norm_sq_deriv_le_of_gap` writes its numerator as a sum over the other states (`hvar`) and compares the two sums term by term.

## A rotating two-level state

`adiabaticState_witness` verifies all the hypotheses in `AdiabaticState` for

\[
H(x)=\cos 2x\,\sigma_z+\sin 2x\,\sigma_x,\qquad
\varphi(x)=(\cos x,\sin x),\qquad E(x)=1,
\]

at \(x_0=0\), where \(\sigma_z\) and \(\sigma_x\) are the Pauli matrices. The double-angle formulas yield the eigenvalue equation. The other level lies at \(-1\), and \(H'\varphi=2\sigma_x(1,0)=(0,2)\). The sum over states has the single term \(2^2/(-1-1)^2=1\), in agreement with \(\varphi'=(0,1)\). With \(g=2\) the gap bound is also 1, so it is attained here. Both energies are constant in \(x\), yet the diagonal correction is nonzero because the state rotates.
